# The weights of levels on sites given by a unitary matrix sum to one over the levels and over the sites

Let a square matrix `U`, real or complex, relate finitely many sites to equally many levels, with |U i j|² the weight of level j on site i. The lemma states that if `U * Uᴴ = 1`, so that `U` is unitary, these weights sum to one over the levels at each site, and over the sites for each level. No Hamiltonian enters, and the normalisation is contained in the unitarity. The attempt reads the first sum from the diagonal entries of `U * Uᴴ = 1`, and the second from those of `Uᴴ * U = 1`, which it gets by exchanging the factors with `mul_eq_one_comm`.

Lean 4 with Mathlib refuses this proof:

```lean
import Mathlib

open Matrix Finset

namespace WeightsSum

noncomputable section

variable {ι 𝕜 : Type*} [Fintype ι] [DecidableEq ι] [RCLike 𝕜]

/-- For a unitary `U`, the weights `|U i j|²` of levels on sites sum to one over the levels
and over the sites. -/
theorem weights_sum {U : Matrix ι ι 𝕜} (hU : U * Uᴴ = 1) :
    (∀ i, ∑ j, ‖U i j‖ ^ 2 = 1) ∧ ∀ j, ∑ i, ‖U i j‖ ^ 2 = 1 := by
  constructor
  · intro i
    have h := congrFun (congrFun hU i) i
    simp only [Matrix.mul_apply, Matrix.one_apply_eq, Matrix.conjTranspose_apply,
      RCLike.star_def, RCLike.mul_conj] at h
    exact_mod_cast h
  · intro j
    have h := congrFun (congrFun (mul_eq_one_comm.mp hU) j) j
    simp only [Matrix.mul_apply, Matrix.one_apply_eq, Matrix.conjTranspose_apply,
      RCLike.star_def, RCLike.conj_mul] at h
    exact_mod_cast h

end

end WeightsSum
```

Lean reports:

```
Main.lean:22:23: error: Application type mismatch: The argument
  congrFun (mul_eq_one_comm.mp ?m.121) j
has type
  (?m.118 * ?m.117) j = 1 j
but is expected to have type
  ?m.108 = ?m.109
in the application
  congrFun (congrFun (mul_eq_one_comm.mp ?m.121) j)
Main.lean:14:63: error: stuck at solving universe constraint
  ?u.93 + 1 =?= imax (u_1 + 1) ?u.91
while trying to unify
  Eq.{imax (u_1 + 1) ?u.91} (HMul.hMul.{?u.93, ?u.93, ?u.93} ?m.118 ?m.117) (OfNat.ofNat.{?u.93} 1) : Prop
with
  Eq.{?u.93 + 1} (HMul.hMul.{?u.93, ?u.93, ?u.93} ?m.118 ?m.117) (OfNat.ofNat.{?u.93} 1) : Prop
Main.lean:14:60: error: stuck at solving universe constraint
  ?u.93 + 1 =?= imax (u_1 + 1) ?u.91
while trying to unify
  Eq.{imax (u_1 + 1) ?u.91} (HMul.hMul.{?u.93, ?u.93, ?u.93} ?m.118 ?m.117) (OfNat.ofNat.{?u.93} 1) : Prop
with
  Eq.{?u.93 + 1} (HMul.hMul.{?u.93, ?u.93, ?u.93} ?m.118 ?m.117) (OfNat.ofNat.{?u.93} 1) : Prop
```

Cause. The failure is in the second half, where `mul_eq_one_comm.mp hU` stands directly inside two uses of `congrFun`. `congrFun` needs an equation between functions, but Lean has not yet used `hU` here: the first message shows `?m.121` in its place, and the factors `?m.118` and `?m.117` are unknown too. So Lean does not know that the product is a matrix, whose entries are reached by applying it to two indices, and the outer `congrFun` is refused.

The other two messages report one and the same universe constraint, left unsolved when Lean tries to match the unknown type of the product with a function type. They point to the line where the proof opens, but the statement is not at fault.

The repair first states `hU' : Uᴴ * U = 1`. This fixes the factors and their type before `congrFun` is applied, so that `hU'` can be evaluated at `j` and `j` just as `hU` is at `i` and `i` in the first half.

The change, after which it compiles:

```diff
@@ -20,5 +20,6 @@
     exact_mod_cast h
   · intro j
-    have h := congrFun (congrFun (mul_eq_one_comm.mp hU) j) j
+    have hU' : Uᴴ * U = 1 := mul_eq_one_comm.mp hU
+    have h := congrFun (congrFun hU' j) j
     simp only [Matrix.mul_apply, Matrix.one_apply_eq, Matrix.conjTranspose_apply,
       RCLike.star_def, RCLike.conj_mul] at h
```
